# Matrix elements of exp(−iβJ) as a spectral sum, for a diagonalisable J with integer or half-integer eigenvalues

The theorem `rotation_spectral` expands each matrix element of the rotation operator exp(−iβJ), with β real, over the eigenvectors of the generator J. Here J is any finite complex square matrix for which the columns of an invertible matrix V are eigenvectors with eigenvalues (aₖ − bₖ)/2, where aₖ and bₖ are natural numbers; J need not be Hermitian, nor the eigenvectors normalised or orthogonal, since the sum uses the inverse W of V. The k-th term is the product of Vᵢₖ, the phase (cos(β/2) − i sin(β/2))^aₖ (cos(β/2) + i sin(β/2))^bₖ, and Wₖⱼ. The proof diagonalises the generator, takes the exponential of the diagonal matrix, and then evaluates each phase by Euler's formula.

An attempt in Lean 4 with a fault in it:

```lean
import Mathlib

open Matrix Complex

namespace RotationSpectral

noncomputable section

/-- The rotation operator `exp(-i β J)` generated by a spin matrix `J`. -/
def rotation {n : ℕ} (J : Matrix (Fin n) (Fin n) ℂ) (β : ℝ) : Matrix (Fin n) (Fin n) ℂ :=
  NormedSpace.exp ((-(I * (β : ℂ))) • J)

/-- If the columns of an invertible `V` are eigenvectors of `J` with eigenvalues `(a - b)/2`,
the rotation is a spectral sum whose phases are powers of `cos(β/2) ∓ i sin(β/2)`. -/
theorem rotation_spectral {n : ℕ} (J V W : Matrix (Fin n) (Fin n) ℂ) (a b : Fin n → ℕ)
    (β : ℝ) (hVW : V * W = 1)
    (hJ : ∀ i k, (J * V) i k = V i k * (((a k : ℂ) - b k) / 2)) (i j : Fin n) :
    rotation J β i j = ∑ k, V i k * (((Real.cos (β / 2) : ℂ) - Real.sin (β / 2) * I) ^ a k *
      ((Real.cos (β / 2) : ℂ) + Real.sin (β / 2) * I) ^ b k) * W k j := by
  let m : Fin n → ℂ := fun k => ((a k : ℂ) - b k) / 2
  have hD : J * V = V * diagonal m := by
    ext i k
    rw [hJ, Matrix.mul_diagonal]
  have hU : IsUnit V := ⟨⟨V, W, hVW, mul_eq_one_comm.mp hVW⟩, rfl⟩
  have hW : V⁻¹ = W := Matrix.inv_eq_right_inv hVW
  -- diagonalise the generator
  have hB : (-(I * (β : ℂ))) • J = V * diagonal ((-(I * (β : ℂ))) • m) * V⁻¹ := by
    rw [hW, Matrix.diagonal_smul, Matrix.mul_smul, Matrix.smul_mul, ← hD, Matrix.mul_assoc,
      hVW, Matrix.mul_one]
  rw [rotation, hB, Matrix.exp_conj _ _ hU, Matrix.exp_diagonal, hW, Matrix.mul_apply]
  refine Finset.sum_congr rfl fun k _ => ?_
  -- evaluate each phase by Euler's formula
  rw [Matrix.mul_diagonal, Pi.exp_apply, ← Complex.exp_eq_exp_ℂ, Pi.smul_apply, smul_eq_mul,
    show -(I * (β : ℂ)) * m k = (a k : ℂ) * (((-(β / 2) : ℝ) : ℂ) * I) +
      (b k : ℂ) * (((β / 2 : ℝ) : ℂ) * I) by simp only [m]; push_cast; ring,
    Complex.exp_add, Complex.exp_nat_mul, Complex.exp_nat_mul, Complex.exp_mul_I,
    Complex.exp_mul_I, ← Complex.ofReal_cos, ← Complex.ofReal_sin, ← Complex.ofReal_cos,
    ← Complex.ofReal_sin, Real.cos_neg, Real.sin_neg, Complex.ofReal_neg, neg_mul,
    ← sub_eq_add_neg]

end

end RotationSpectral
```

Lean reports:

```
Main.lean:33:27: error(lean.unknownIdentifier): Unknown identifier `Pi.exp_apply`
Main.lean:19:72: error: unsolved goals
n : ℕ
J V W : Matrix (Fin n) (Fin n) ℂ
a b : Fin n → ℕ
β : ℝ
hVW : V * W = 1
hJ : ∀ (i k : Fin n), (J * V) i k = V i k * ((↑(a k) - ↑(b k)) / 2)
i j : Fin n
m : Fin n → ℂ := fun k => (↑(a k) - ↑(b k)) / 2
hD : J * V = V * diagonal m
hU : IsUnit V
hW : V⁻¹ = W
hB : -(I * ↑β) • J = V * diagonal (-(I * ↑β) • m) * V⁻¹
k : Fin n
x✝ : k ∈ Finset.univ
⊢ V i k * NormedSpace.exp (-(I * ↑β) • m) k * W k j =
    V i k *
        ((↑(Real.cos (β / 2)) - ↑(Real.sin (β / 2)) * I) ^ a k *
          (↑(Real.cos (β / 2)) + ↑(Real.sin (β / 2)) * I) ^ b k) *
      W k j
```

What went wrong. The first message says that Lean finds no declaration under the name `Pi.exp_apply`. That step was meant to turn the `k`-th entry of the exponential of a function into the exponential of its `k`-th entry. The second message follows from the first: the `rw` stopped there, and the goal shown is the one left after `Matrix.mul_diagonal`, still containing `NormedSpace.exp (-(I * ↑β) • m) k`, where the exponential is taken of the whole function and only then evaluated at `k`.

The repair proves the missing equation as `hE`. Evaluation at `k` is a ring homomorphism, `Pi.evalRingHom`, and is continuous by `continuous_apply k`, so `NormedSpace.map_exp` lets it pass inside the exponential. Rewriting with `hE` in place of the unknown name leaves the exponential of a complex number, which `← Complex.exp_eq_exp_ℂ` can turn into `Complex.exp`. The remaining rewrites then go through unchanged. The added comment only describes the step.

After these edits no error is left:

```diff
@@ -30,6 +30,10 @@
   rw [rotation, hB, Matrix.exp_conj _ _ hU, Matrix.exp_diagonal, hW, Matrix.mul_apply]
   refine Finset.sum_congr rfl fun k _ => ?_
+  -- the exponential of a diagonal is taken entry by entry
+  have hE : NormedSpace.exp ((-(I * (β : ℂ))) • m) k =
+      NormedSpace.exp (((-(I * (β : ℂ))) • m) k) :=
+    NormedSpace.map_exp (Pi.evalRingHom (fun _ : Fin n => ℂ) k) (continuous_apply k) _
   -- evaluate each phase by Euler's formula
-  rw [Matrix.mul_diagonal, Pi.exp_apply, ← Complex.exp_eq_exp_ℂ, Pi.smul_apply, smul_eq_mul,
+  rw [Matrix.mul_diagonal, hE, ← Complex.exp_eq_exp_ℂ, Pi.smul_apply, smul_eq_mul,
     show -(I * (β : ℂ)) * m k = (a k : ℂ) * (((-(β / 2) : ℝ) : ℂ) * I) +
       (b k : ℂ) * (((β / 2 : ℝ) : ℂ) * I) by simp only [m]; push_cast; ring,
```
